# Below threshold, an equal-mass one-loop Feynman-parameter integral is a half-line integral minus an arcsine term

The theorem concerns the Feynman-parameter integral ∫₀¹ dx / (1 − 4x(1 − x)(1 − h)) for a loop with two equal masses m, in units of the mass. Here q² = 4m²(1 − h) with 0 < h < 1, so q² is positive and below threshold. The theorem states that this integral equals the potential part, ∫₀^∞ dv / (h + (1 − h)v²), minus arcsin √h / √(h(1 − h)). The file calls the subtracted term the hard part. This is a sign convention: in the usual expansion by regions the contributions are added, and the hard region contributes the negative of this term. The proof puts v = 2x − 1, which turns the loop's denominator into that of the potential integral, and integrates by means of an arctangent primitive. The values at the two ends then combine through the oddness of the arctangent and the identity arccos √h = π/2 − arcsin √h.

This version doesn't compile in Lean 4 with Mathlib:

```lean
import Mathlib

open Filter Topology MeasureTheory Set
open scoped Real

namespace LoopEqPotentialSubHard

noncomputable section

/-- The one-loop Feynman-parameter integral for two equal masses at `q² = 4m²(1 - h)`,
in units of the mass, for `0 < h < 1`. -/
def loop (h : ℝ) : ℝ := ∫ x in (0 : ℝ)..1, 1 / (1 - 4 * x * (1 - x) * (1 - h))

/-- The potential part: the integral of `1 / (h + (1 - h) v²)` over all `v > 0`,
for `0 < h < 1`. -/
def potentialPart (h : ℝ) : ℝ := ∫ v in Ioi (0 : ℝ), 1 / (h + (1 - h) * v ^ 2)

/-- The hard part `arcsin √h / √(h(1 - h))`, for `0 < h < 1`. -/
def hardPart (h : ℝ) : ℝ := Real.arcsin (√h) / √(h * (1 - h))

/-- The arctangent `arctan(v √(1 - h) / √h) / √(h(1 - h))`, for `0 < h < 1`. -/
def velocityPrimitive (h v : ℝ) : ℝ :=
  Real.arctan (√(1 - h) / √h * v) / √(h * (1 - h))

/-- For `0 < h < 1` the arctangent `velocityPrimitive h` has derivative
`1 / (h + (1 - h) v²)` at every `v`. -/
theorem hasDerivAt_velocityPrimitive {h : ℝ} (h0 : 0 < h) (h1 : h < 1) (v : ℝ) :
    HasDerivAt (velocityPrimitive h) (1 / (h + (1 - h) * v ^ 2)) v := by
  have key : ∀ a b : ℝ, 0 < a → 0 < b →
      1 / (1 + (b / a * v) ^ 2) * (b / a) / (a * b) = 1 / (a ^ 2 + b ^ 2 * v ^ 2) := by
    intro a b ha hb
    have e : 1 + (b / a * v) ^ 2 = (a ^ 2 + b ^ 2 * v ^ 2) / a ^ 2 := by field_simp
    have hne : a ^ 2 + b ^ 2 * v ^ 2 ≠ 0 := by positivity
    rw [e]
    field_simp
  have k := key (√h) (√(1 - h)) (Real.sqrt_pos.2 h0) (Real.sqrt_pos.2 (sub_pos.2 h1))
  rw [Real.sq_sqrt h0.le, Real.sq_sqrt (sub_pos.2 h1).le] at k
  have hd : HasDerivAt (fun v : ℝ => √(1 - h) / √h * v) (√(1 - h) / √h) v :=
    ((hasDerivAt_id' v).const_mul (√(1 - h) / √h)).congr_deriv (mul_one _)
  refine (hd.arctan.div_const (√(h * (1 - h)))).congr_deriv ?_
  rw [Real.sqrt_mul h0.le]
  exact k

/-- For `h > 0` the arctangent `velocityPrimitive h` takes the value
`arccos √h / √(h(1 - h))` at `v = 1`. -/
theorem velocityPrimitive_one {h : ℝ} (h0 : 0 < h) :
    velocityPrimitive h 1 = Real.arccos (√h) / √(h * (1 - h)) := by
  have e := Real.arccos_eq_arctan (Real.sqrt_pos.2 h0)
  rw [Real.sq_sqrt h0.le] at e
  rw [velocityPrimitive, mul_one, e]

/-- For `0 < h < 1` the arctangent `velocityPrimitive h` tends to `(π/2) / √(h(1 - h))`
as `v` goes to infinity. -/
theorem tendsto_velocityPrimitive {h : ℝ} (h0 : 0 < h) (h1 : h < 1) :
    Tendsto (velocityPrimitive h) atTop (𝓝 (π / 2 / √(h * (1 - h)))) := by
  have hc : 0 < √(1 - h) / √h :=
    div_pos (Real.sqrt_pos.2 (sub_pos.2 h1)) (Real.sqrt_pos.2 h0)
  exact ((Real.tendsto_arctan_atTop.mono_right nhdsWithin_le_nhds).comp
    (tendsto_id.const_mul_atTop hc)).div_const _

/-- For `0 < h < 1` the potential part equals `π / (2 √(h(1 - h)))`. -/
theorem potentialPart_eq {h : ℝ} (h0 : 0 < h) (h1 : h < 1) :
    potentialPart h = π / (2 * √(h * (1 - h))) := by
  have k := integral_Ioi_of_hasDerivAt_of_nonneg' (a := 0)
    (fun v _ => hasDerivAt_velocityPrimitive h0 h1 v)
    (fun v _ => one_div_nonneg.2
      (add_nonneg h0.le (mul_nonneg (sub_pos.2 h1).le (sq_nonneg v))))
    (tendsto_velocityPrimitive h0 h1)
  have z : velocityPrimitive h 0 = 0 := by simp [velocityPrimitive]
  rw [potentialPart, k, z, sub_zero, div_div]

/-- **Threshold decomposition.** For `0 < h < 1` the one-loop integral is the
potential part minus the hard part. -/
theorem loop_eq_potential_sub_hard {h : ℝ} (h0 : 0 < h) (h1 : h < 1) :
    loop h = potentialPart h - hardPart h := by
  -- in the variable `v = 2x - 1` the denominator is that of the potential integral
  have e : ∀ x : ℝ, 1 - 4 * x * (1 - x) * (1 - h) = h + (1 - h) * (2 * x - 1) ^ 2 := by
    intro x
    ring
  have hd : ∀ x : ℝ, HasDerivAt (fun x : ℝ => velocityPrimitive h (2 * x - 1) / 2)
      (1 / (h + (1 - h) * (2 * x - 1) ^ 2)) x := by
    intro x
    have hl : HasDerivAt (fun x : ℝ => 2 * x - 1) 2 x :=
      (((hasDerivAt_id' x).const_mul (2 : ℝ)).sub_const 1).congr_deriv (mul_one _)
    exact (((hasDerivAt_velocityPrimitive h0 h1 (2 * x - 1)).comp x hl).div_const
      2).congr_deriv (by ring)
  have hc : Continuous fun x : ℝ => 1 / (h + (1 - h) * (2 * x - 1) ^ 2) :=
    continuous_const.div (by fun_prop) fun x => (add_pos_of_pos_of_nonneg h0
      (mul_nonneg (sub_pos.2 h1).le (sq_nonneg (2 * x - 1)))).ne'
  have k : ∫ x in (0 : ℝ)..1, 1 / (h + (1 - h) * (2 * x - 1) ^ 2) =
      velocityPrimitive h (2 * 1 - 1) / 2 - velocityPrimitive h (2 * 0 - 1) / 2 :=
    intervalIntegral.integral_eq_sub_of_hasDerivAt
      (f := fun x : ℝ => velocityPrimitive h (2 * x - 1) / 2)
      (fun x _ => hd x) (hc.intervalIntegrable 0 1)
  have odd : velocityPrimitive h (-1) = -velocityPrimitive h 1 := by
    simp only [velocityPrimitive, mul_neg, Real.arctan_neg, neg_div]
  simp only [loop, e]
  rw [k, show (2 : ℝ) * 1 - 1 = 1 by norm_num, show (2 : ℝ) * 0 - 1 = -1 by norm_num,
    odd, velocityPrimitive_one h0, potentialPart_eq h0 h1, hardPart,
    Real.arccos_eq_pi_div_two_sub_arcsin]
  ring

end

end LoopEqPotentialSubHard
```

Messages:

```
Try this:
  [apply] ring_nf
  
  The `ring` tactic failed to close the goal. Use `ring_nf` to obtain a normal form.
    
  Note that `ring` works primarily in *commutative* rings. If you have a noncommutative ring, abelian group or module, consider using `noncomm_ring`, `abel` or `module` instead.
Main.lean:86:22: error: unsolved goals
h : ℝ
h0 : 0 < h
h1 : h < 1
e : ∀ (x : ℝ), 1 - 4 * x * (1 - x) * (1 - h) = h + (1 - h) * (2 * x - 1) ^ 2
x : ℝ
hl : HasDerivAt (fun x => 2 * x - 1) 2 x
⊢ (1 + h * x * 4 - h * x ^ 2 * 4 - x * 4 + x ^ 2 * 4)⁻¹ = ?m.293
```

What went wrong. The error is in `hd`, which gives the derivative of the primitive after the substitution. The chain rule and the division by 2 produce the wanted derivative with an extra factor 2/2, and `congr_deriv` asks for a proof that this equals the derivative stated in `hd`. In the goal Lean prints, the right side of that equation is `?m.293`, a placeholder not yet filled in. So `by ring` ran before the stated derivative had been put there. It could simplify the left side, cancelling the 2/2 and expanding the denominator, but had nothing to compare it with. The suggested `ring_nf` would not supply the missing side.

The repair first records the computed derivative as `c`. Then `refine c.congr_deriv ?_` matches the result against the statement of `hd`, which fills in the right side, and leaves the equation as a goal of its own. `ring` now has two definite expressions, differing only by the factor 2/2, and proves them equal. The mathematics is unchanged.

As a diff, the version that Lean accepts:

```diff
@@ -83,6 +83,7 @@
     have hl : HasDerivAt (fun x : ℝ => 2 * x - 1) 2 x :=
       (((hasDerivAt_id' x).const_mul (2 : ℝ)).sub_const 1).congr_deriv (mul_one _)
-    exact (((hasDerivAt_velocityPrimitive h0 h1 (2 * x - 1)).comp x hl).div_const
-      2).congr_deriv (by ring)
+    have c := ((hasDerivAt_velocityPrimitive h0 h1 (2 * x - 1)).comp x hl).div_const 2
+    refine c.congr_deriv ?_
+    ring
   have hc : Continuous fun x : ℝ => 1 / (h + (1 - h) * (2 * x - 1) ^ 2) :=
     continuous_const.div (by fun_prop) fun x => (add_pos_of_pos_of_nonneg h0
```
